# The arctangent angle swept across a level of constant width tends to π as the energy window grows on both sides

For a single level at real energy e with constant broadening η > 0, the lemma takes the angle arctan((E − e)/η) and subtracts its value at E = −R from its value at E = cR, where c > 0. It states that this difference tends to π as R → ∞, even though the two ends of the window may recede at different rates. In physics the difference is the area between those energies under the unnormalised Lorentzian η/((E − e)² + η²), so dividing by π gives a total weight of 1; the lemma itself speaks only of arctangents, not of an integral. The attempt shows that two arctangents each tend to π/2, adds the limits, and then uses the oddness of arctan to turn the sum into the required difference.

This version doesn't compile in Lean 4 with Mathlib:

```lean
import Mathlib

open Real Filter Topology

namespace TendstoAngle

/-- For `η > 0` and `c > 0`, the angle swept between the energies `-R` and `c R` tends to `π`
as `R` grows. -/
theorem tendsto_angle {η c : ℝ} (hη : 0 < η) (e : ℝ) (hc : 0 < c) :
    Tendsto (fun R : ℝ => arctan ((c * R - e) / η) - arctan ((-R - e) / η))
      atTop (𝓝 π) := by
  have tail : ∀ a : ℝ, 0 < a → ∀ x : ℝ,
      Tendsto (fun R : ℝ => arctan ((a * R - x) / η)) atTop (𝓝 (π / 2)) := by
    intro a ha x
    have h := (tendsto_atTop_add_const_right atTop (-x)
      (tendsto_id.const_mul_atTop ha)).atTop_div_const hη
    have h' : Tendsto (fun R : ℝ => (a * R - x) / η) atTop atTop :=
      h.congr fun R => by simp [sub_eq_add_neg]
    exact (Real.tendsto_arctan_atTop.mono_right nhdsWithin_le_nhds).comp h'
  have h := (tail c hc e).add (tail 1 one_pos (-e))
  rw [add_halves] at h
  refine h.congr fun R => ?_
  rw [show (-R - e) / η = -((1 * R - -e) / η) by ring, Real.arctan_neg, sub_neg_eq_add]

end TendstoAngle
```

Lean reports:

```
Main.lean:11:21: error: unsolved goals
η c : ℝ
hη : 0 < η
e : ℝ
hc : 0 < c
tail : ∀ (a : ℝ), 0 < a → ∀ (x : ℝ), Tendsto (fun R => arctan ((a * R - x) / η)) atTop (𝓝 (π / 2))
h : Tendsto (fun x => arctan ((c * x - e) / η) + arctan ((1 * x - -e) / η)) atTop (𝓝 π)
R : ℝ
⊢ arctan ((c * R - e) / η) + arctan ((1 * R + e) / η) = arctan ((c * R - e) / η) - -arctan ((1 * R + e) / η)
```

What went wrong. The error reports a goal left open after the last `rw`. The step `sub_neg_eq_add`, which turns `a - -b` into `a + b`, was meant for the outer subtraction of `-arctan (...)`. But the arguments of the arctangents also contained that pattern, as `1 * R - -e`. `rw` settles on one instance of a pattern and rewrites only the copies of that instance. Here it chose the inner one, as the message shows: both arguments have become `1 * R + e`, while the outer `- -arctan (...)` is untouched. The two sides are equal, but the `rfl` that `rw` tries at the end does not prove it.

The repair drops `sub_neg_eq_add` from the `rw` and finishes with `ring`. This proves the remaining identity, of the form `x + y = x - -y`, by algebra, so there is no longer any need to steer a rewrite to the right subtraction.

As a diff, the version that Lean accepts:

```diff
@@ -21,5 +21,6 @@
   rw [add_halves] at h
   refine h.congr fun R => ?_
-  rw [show (-R - e) / η = -((1 * R - -e) / η) by ring, Real.arctan_neg, sub_neg_eq_add]
+  rw [show (-R - e) / η = -((1 * R - -e) / η) by ring, Real.arctan_neg]
+  ring
 
 end TendstoAngle
```
